# Rudin–Shapiro signs keep the peak of \(2^n\) equally spaced unit tones at or below \(\sqrt{2^{n+1}}\)

Start from \(P_0 = Q_0 = 1\) and define, for \(n \ge 0\),

\[
P_{n+1}(z) = P_n(z) + z^{2^n} Q_n(z), \qquad Q_{n+1}(z) = P_n(z) - z^{2^n} Q_n(z).
\]

Then \(P_n\) and \(Q_n\) each have exactly \(2^n\) coefficients, all equal to \(1\) or \(-1\), and for every complex \(z\) with \(|z| = 1\)

\[
|P_n(z)|^2 + |Q_n(z)|^2 = 2^{n+1}, \qquad |P_n(z)| \le \sqrt{2^{n+1}}, \qquad |Q_n(z)| \le \sqrt{2^{n+1}} .
\]

Read the coefficients of \(P_n\) as the amplitudes of equally spaced tones. If all \(2^n\) amplitudes were \(+1\), the tones would add up to \(2^n\) at the instant when they are in phase. With the signs of \(P_n\), the peak grows only as the square root of the number of tones.

The same bound applies to a superposition of plane waves. For a single particle on a ring of length \(L\), in a normalised state built from \(2^n\) consecutive plane waves with equal weights and the signs of \(P_n\), the probability density is nowhere larger than \(2/L\), twice its average. At position \(x\) the density is \(|P_n(e^{2\pi i x/L})|^2/(2^n L)\), since a common plane-wave factor has modulus one, and the numerator is at most \(2^{n+1}\). The bound holds at the instant when the amplitudes have these signs. Under free evolution their relative phases change, and the density can later exceed \(2/L\), as it does for \(n = 2\). The plane-wave bound is not formalised below.

## Signs, power and peak by hand

The first steps of the recursion are

\[
P_1 = 1 + z, \quad Q_1 = 1 - z, \quad P_2 = 1 + z + z^2 - z^3, \quad Q_2 = 1 + z - z^2 + z^3 .
\]

**Coefficients.** Write \(N = 2^n\) and suppose that \(P_n = \sum_{k<N} p_k z^k\) and \(Q_n = \sum_{k<N} q_k z^k\) with all \(p_k\) and \(q_k\) equal to \(\pm 1\). Multiplication by \(z^N\) moves the coefficients of \(Q_n\) to the positions \(N, \dots, 2N-1\), where \(P_n\) has none. The two blocks therefore do not overlap. The coefficient of \(z^k\) in \(P_{n+1}\) is \(p_k\) for \(k < N\) and \(q_{k-N}\) for \(N \le k < 2N\), and in \(Q_{n+1}\) the second block has its signs reversed. Both polynomials have \(2N = 2^{n+1}\) coefficients \(\pm 1\). The case \(n = 0\) is the single coefficient \(1\), so the claim follows by induction.

**Power.** Let \(a\), \(b\) and \(w\) be complex numbers with \(|w| = 1\). Expanding the squares gives

\[
|a \pm wb|^2 = |a|^2 + |wb|^2 \pm 2\,\mathrm{Re}\,(a\,\overline{wb}) .
\]

In the sum over both signs the interference terms cancel. Since \(|wb| = |b|\),

\[
|a + wb|^2 + |a - wb|^2 = 2\,(|a|^2 + |b|^2).
\]

Take \(a = P_n(z)\), \(b = Q_n(z)\) and \(w = z^{2^n}\), which has modulus one when \(z\) does. Each step of the recursion then doubles \(|P_n(z)|^2 + |Q_n(z)|^2\). The initial value is \(1 + 1 = 2\), so after \(n\) steps the sum is \(2^{n+1}\).

**Peak.** Because \(|Q_n(z)|^2 \ge 0\), the identity gives \(|P_n(z)|^2 \le 2^{n+1}\), and the square root gives the bound. Exchanging the roles of the two polynomials gives the bound for \(Q_n\).

**Real signal.** Let \(p_k\) now be the coefficients of \(P_n\), let \(\omega\) be the lowest angular frequency and \(\delta\) the spacing. The signal is

\[
s(t) = \sum_{k=0}^{2^n-1} p_k \cos\big((\omega + k\delta)t\big)
= \mathrm{Re}\Big[ e^{i\omega t} \sum_{k=0}^{2^n-1} p_k \big(e^{i\delta t}\big)^k \Big]
= \mathrm{Re}\big[ e^{i\omega t} P_n(e^{i\delta t}) \big].
\]

The absolute value of a real part is at most the modulus, the carrier phase \(e^{i\omega t}\) has modulus one, and \(e^{i\delta t}\) lies on the unit circle. Hence \(|s(t)| \le \sqrt{2^{n+1}}\) at all times.

**Attainment.** At \(z = 1\) the recursion reads \(P_{n+1}(1) = P_n(1) + Q_n(1)\) and \(Q_{n+1}(1) = P_n(1) - Q_n(1)\). Two steps give

\[
P_{n+2}(1) = P_{n+1}(1) + Q_{n+1}(1) = 2 P_n(1).
\]

Since \(P_1(1) = 2\), it follows that \(P_{2m+1}(1) = 2^{m+1}\) for all \(m \ge 0\). The bound for the index \(2m+1\) is \(\sqrt{2^{2m+2}} = 2^{m+1}\), the same number. For odd indices the bound is thus reached. It is not reached for \(n = 0\), where \(|P_0| = 1\) and the bound is \(\sqrt 2\).

## The recursion and the signal in Lean

The polynomials are kept as formal objects with integer coefficients, and complex numbers enter only when a polynomial is evaluated. This separates the statement about signs, which is exact integer algebra, from the statement about moduli.

```lean
import Mathlib

open Polynomial

namespace LowPeakMultitone

noncomputable section
```

Each of the two polynomials needs the other at the previous step, so the recursion is defined on the pair. The type `ℤ[X]` is that of polynomials in a formal variable `X` with integer coefficients.

```lean
/-- The pair of Rudin-Shapiro polynomials after `n` doubling steps. -/
def pair : ℕ → ℤ[X] × ℤ[X]
  | 0 => (1, 1)
  | n + 1 => ((pair n).1 + X ^ (2 ^ n) * (pair n).2,
      (pair n).1 - X ^ (2 ^ n) * (pair n).2)
```

The two components then receive their own names.

```lean
/-- The first polynomial of the pair; its coefficients are tone amplitudes. -/
def P (n : ℕ) : ℤ[X] := (pair n).1

/-- The second polynomial of the pair, the partner of `P n`. -/
def Q (n : ℕ) : ℤ[X] := (pair n).2
```

The predicate `HasSignCoeffs p N` expresses "exactly \(N\) coefficients, all \(\pm 1\)". Its first half says that the coefficients with indices \(0, \dots, N-1\) are signs, and its second half that all coefficients from index \(N\) on vanish. No tone in the band is missing and none lies above it.

```lean
/-- The polynomial `p` describes `N` consecutive tones of amplitude `1` or `-1`,
and no others. -/
def HasSignCoeffs (p : ℤ[X]) (N : ℕ) : Prop :=
  (∀ k < N, p.coeff k = 1 ∨ p.coeff k = -1) ∧ ∀ k, N ≤ k → p.coeff k = 0
```

The physical signal is defined independently of the polynomials, as a sum of cosines with given integer amplitudes. The lowest frequency `ω`, the spacing `δ` and the time `t` are arbitrary real numbers. In particular, the ratio of `ω` to `δ` may be irrational, so the signal need not be periodic.

```lean
/-- A real signal of `N` tones with amplitudes `a k` at the angular frequencies `ω + k δ`. -/
def multitone (a : ℕ → ℤ) (N : ℕ) (ω δ t : ℝ) : ℝ :=
  ∑ k ∈ Finset.range N, (a k : ℝ) * Real.cos ((ω + k * δ) * t)
```

The recursion in the form used by hand holds by definition.

```lean
/-- The recursion for the first polynomial. -/
theorem P_succ (n : ℕ) : P (n + 1) = P n + X ^ (2 ^ n) * Q n := rfl

/-- The recursion for the partner polynomial. -/
theorem Q_succ (n : ℕ) : Q (n + 1) = P n - X ^ (2 ^ n) * Q n := rfl
```

## Two blocks of signs make one block of twice the length

The next lemma is the induction step for the coefficients, stated for any two sign blocks `p` and `q` of the same length `N`.

```lean
/-- Two blocks of `N` sign amplitudes, the second shifted up by `N` tones and added or
subtracted, form a block of `2 N` sign amplitudes. -/
theorem HasSignCoeffs.double {p q : ℤ[X]} {N : ℕ}
    (hp : HasSignCoeffs p N) (hq : HasSignCoeffs q N) :
    HasSignCoeffs (p + X ^ N * q) (2 * N) ∧ HasSignCoeffs (p - X ^ N * q) (2 * N) := by
  have key : ∀ r : ℤ[X], HasSignCoeffs r N → HasSignCoeffs (p + X ^ N * r) (2 * N) := by
    intro r hr
    constructor
    · intro k hk
      rw [coeff_add, coeff_X_pow_mul']
      by_cases h : N ≤ k
      · rw [if_pos h, hp.2 k h, zero_add]
        exact hr.1 _ (by omega)
      · rw [if_neg h, add_zero]
        exact hp.1 k (by omega)
    · intro k hk
      rw [coeff_add, coeff_X_pow_mul', if_pos (show N ≤ k by omega),
        hp.2 k (by omega), hr.2 (k - N) (by omega), add_zero]
  -- subtraction is addition of the block with all signs reversed
  have hneg : HasSignCoeffs (-q) N := by
    constructor
    · intro k hk
      rcases hq.1 k hk with h | h <;> simp [h]
    · intro k hk
      simp [hq.2 k hk]
  refine ⟨key q hq, ?_⟩
  have h := key (-q) hneg
  rwa [mul_neg, ← sub_eq_add_neg] at h
```

The inner statement `key` treats the sum. The lemma `coeff_X_pow_mul'` says that the coefficient of `X ^ N * r` at index `k` is that of `r` at `k - N` if `N ≤ k`, and zero otherwise. The case distinction on `N ≤ k` is the distinction between the upper and the lower block: in the upper block `p` contributes nothing, and in the lower block the shifted polynomial contributes nothing. Beyond index \(2N - 1\) both contributions vanish. For the difference, `hneg` shows that reversing all signs of `q` leaves a sign block, and `key` is applied to `-q`.

```lean
/-- Both polynomials have exactly `2 ^ n` coefficients, each equal to `1` or `-1`. -/
theorem sign_coeffs (n : ℕ) :
    HasSignCoeffs (P n) (2 ^ n) ∧ HasSignCoeffs (Q n) (2 ^ n) := by
  induction n with
  | zero =>
    have h : HasSignCoeffs (1 : ℤ[X]) 1 := by
      constructor
      · intro k hk
        have hk0 : k = 0 := by omega
        subst hk0
        simp
      · intro k hk
        have hk0 : k ≠ 0 := by omega
        simp [coeff_one, hk0]
    exact ⟨h, h⟩
  | succ n ih =>
    rw [P_succ, Q_succ, pow_succ, mul_comm (2 ^ n) 2]
    exact ih.1.double ih.2
```

The induction starts with the constant polynomial \(1\), a sign block of length one. In the step, \(2^{n+1}\) is rewritten as \(2 \cdot 2^n\), and `HasSignCoeffs.double` gives both halves of the claim.

## The summed power doubles at each step

The parallelogram identity with a phase is stated for arbitrary complex amplitudes `a` and `b`. The hypothesis `hw` says that `w` is a pure phase.

```lean
/-- Adding and subtracting two amplitudes with a relative phase `w` doubles their total
power. -/
theorem power_doubling (a b w : ℂ) (hw : ‖w‖ = 1) :
    ‖a + w * b‖ ^ 2 + ‖a - w * b‖ ^ 2 = 2 * (‖a‖ ^ 2 + ‖b‖ ^ 2) := by
  have h : ‖b‖ = ‖w * b‖ := by rw [norm_mul, hw, one_mul]
  rw [h]
  simp only [Complex.sq_norm, Complex.normSq_add, Complex.normSq_sub]
  ring
```

The proof first replaces \(|b|\) by \(|wb|\), where `hw` is used. The two squares are then expanded by `Complex.normSq_add` and `Complex.normSq_sub`, and `ring` cancels the interference terms.

```lean
/-- On the unit circle the powers of the two envelopes add up to the constant
`2 ^ (n + 1)`. -/
theorem power_sum (n : ℕ) (z : ℂ) (hz : ‖z‖ = 1) :
    ‖aeval z (P n)‖ ^ 2 + ‖aeval z (Q n)‖ ^ 2 = 2 ^ (n + 1) := by
  induction n with
  | zero =>
    have hP : P 0 = 1 := rfl
    have hQ : Q 0 = 1 := rfl
    rw [hP, hQ, map_one, norm_one]
    norm_num
  | succ n ih =>
    have hw : ‖z ^ (2 ^ n)‖ = 1 := by rw [norm_pow, hz, one_pow]
    simp only [P_succ, Q_succ, map_add, map_sub, map_mul, map_pow, aeval_X]
    rw [power_doubling _ _ _ hw, ih]
    ring
```

The expression `aeval z (P n)` is the value \(P_n(z)\) of the integer polynomial at the complex number `z`, and `hz` places `z` on the unit circle. In the induction step, `simp only` carries the evaluation through sums, products and powers, which turns the polynomial recursion into a recursion for complex numbers. The phase is \(w = z^{2^n}\), and `hw` records that its modulus is one. After `power_doubling` and the induction hypothesis, what remains is \(2 \cdot 2^{n+1} = 2^{n+2}\).

## Coefficients, power identity and peak bounds together

The main theorem holds for every natural number `n`, including zero. It has no hypothesis other than `‖z‖ = 1`, which applies to the statements about moduli.

```lean
/-- The Rudin-Shapiro polynomials have `2 ^ n` coefficients `1` or `-1`; on the unit circle
their powers sum to `2 ^ (n + 1)`, and each modulus is at most `√(2 ^ (n + 1))`. -/
theorem rudin_shapiro (n : ℕ) :
    HasSignCoeffs (P n) (2 ^ n) ∧ HasSignCoeffs (Q n) (2 ^ n) ∧
    ∀ z : ℂ, ‖z‖ = 1 →
      ‖aeval z (P n)‖ ^ 2 + ‖aeval z (Q n)‖ ^ 2 = 2 ^ (n + 1) ∧
      ‖aeval z (P n)‖ ≤ √(2 ^ (n + 1)) ∧ ‖aeval z (Q n)‖ ≤ √(2 ^ (n + 1)) := by
  refine ⟨(sign_coeffs n).1, (sign_coeffs n).2, fun z hz => ?_⟩
  have h := power_sum n z hz
  -- each power is at most the sum of the two
  refine ⟨h, (le_abs_self _).trans (Real.abs_le_sqrt ?_),
    (le_abs_self _).trans (Real.abs_le_sqrt ?_)⟩
  · linarith [sq_nonneg ‖aeval z (Q n)‖]
  · linarith [sq_nonneg ‖aeval z (P n)‖]
```

The coefficient claims and the power identity are already available. For the bounds, `Real.abs_le_sqrt` passes from \(x^2 \le y\) to \(|x| \le \sqrt y\), and `linarith` obtains \(x^2 \le y\) from the identity by dropping the other, non-negative square.

The theorem concerns ideal tones of equal strength whose number is a power of two and whose phases are \(0\) or \(\pi\). It does not say that these signs give the lowest possible peak. By Parseval's identity, the mean of \(|P_n|^2\) over the unit circle is \(2^n\), so no choice of signs can bring the peak modulus below \(\sqrt{2^n}\), and the Rudin–Shapiro choice is within a factor \(\sqrt 2\) of that limit.

## The bound holds for the real signal at all times

In the next theorem the amplitudes are `(P n).coeff`, the function that sends `k` to the coefficient of \(z^k\) in \(P_n\).

```lean
/-- A real signal of `2 ^ n` equally spaced tones with the signs of `P n` never exceeds
`√(2 ^ (n + 1))` in magnitude, for any lowest frequency and any spacing. -/
theorem multitone_peak (n : ℕ) (ω δ t : ℝ) :
    |multitone (P n).coeff (2 ^ n) ω δ t| ≤ √(2 ^ (n + 1)) := by
  have hs := (sign_coeffs n).1
  have hdeg : (P n).natDegree < 2 ^ n := by
    by_contra h
    have h0 : P n = 0 := leadingCoeff_eq_zero.mp (hs.2 _ (not_lt.mp h))
    have h1 := hs.1 0 (by positivity)
    simp [h0] at h1
  -- the signal is the real part of a carrier phase times the envelope
  have hre : multitone (P n).coeff (2 ^ n) ω δ t =
      (Complex.exp ((ω * t : ℝ) * Complex.I) *
        aeval (Complex.exp ((δ * t : ℝ) * Complex.I)) (P n)).re := by
    rw [aeval_eq_sum_range' hdeg, Finset.mul_sum, Complex.re_sum]
    unfold multitone
    refine Finset.sum_congr rfl fun k _ => ?_
    have hk : Complex.exp ((ω * t : ℝ) * Complex.I) *
        ((P n).coeff k • Complex.exp ((δ * t : ℝ) * Complex.I) ^ k) =
        (((P n).coeff k : ℝ) : ℂ) *
          Complex.exp (((ω + k * δ) * t : ℝ) * Complex.I) := by
      rw [zsmul_eq_mul, ← Complex.exp_nat_mul, mul_left_comm, ← Complex.exp_add,
        Complex.ofReal_intCast]
      congr 2
      push_cast
      ring
    rw [hk, Complex.re_ofReal_mul, Complex.exp_ofReal_mul_I_re]
  rw [hre]
  refine (Complex.abs_re_le_norm _).trans ?_
  rw [norm_mul, Complex.norm_exp_ofReal_mul_I, one_mul]
  exact ((rudin_shapiro n).2.2 _ (Complex.norm_exp_ofReal_mul_I _)).2.1
```

To write \(P_n(z)\) as a sum over exactly \(2^n\) terms, Lean needs to know that the degree is below \(2^n\), and this is `hdeg`. If it were not, the leading coefficient would lie in the range where all coefficients vanish, so \(P_n\) would be zero, although its coefficient at index \(0\) is \(\pm 1\).

The statement `hre` is the formula \(s(t) = \mathrm{Re}[e^{i\omega t} P_n(e^{i\delta t})]\). It is proved term by term: `hk` combines \(e^{i\omega t}\) and \((e^{i\delta t})^k\) into \(e^{i(\omega + k\delta)t}\), whose real part is the cosine. The last lines follow the argument by hand: the real part is bounded by the modulus, the carrier drops out, and `rudin_shapiro` is applied at \(z = e^{i\delta t}\).

The bound does not depend on `ω` or `δ`, so a set of signs chosen once can be moved to another band or stretched to another spacing without exceeding it.

## For odd indices the bound is an equality at \(z = 1\)

The odd indices are written as `2 * m + 1`, with `m` starting at zero.

```lean
/-- For every odd index the peak bound is attained at `z = 1`. -/
theorem peak_attained (m : ℕ) :
    ‖aeval (1 : ℂ) (P (2 * m + 1))‖ = √(2 ^ (2 * m + 1 + 1)) := by
  -- two steps of the recursion double the value at `z = 1`
  have step : ∀ n, aeval (1 : ℂ) (P (n + 1 + 1)) = 2 * aeval (1 : ℂ) (P n) := by
    intro n
    simp only [P_succ, Q_succ, map_add, map_sub, map_mul, map_pow, aeval_X, one_pow, one_mul]
    ring
  have value : aeval (1 : ℂ) (P (2 * m + 1)) = 2 ^ (m + 1) := by
    induction m with
    | zero =>
      have h : P (2 * 0 + 1) = 1 + X ^ (2 ^ 0) * 1 := rfl
      rw [h]
      simp only [map_add, map_mul, map_pow, map_one, aeval_X]
      norm_num
    | succ m ih =>
      have e : 2 * (m + 1) + 1 = 2 * m + 1 + 1 + 1 := by ring
      rw [e, step, ih]
      ring
  have h2 : ‖(2 : ℂ)‖ = 2 := by norm_num
  have hsq : (2 : ℝ) ^ (2 * m + 1 + 1) = (2 ^ (m + 1)) ^ 2 := by ring
  rw [value, norm_pow, h2, hsq, Real.sqrt_sq (by positivity)]

end

end LowPeakMultitone
```

The statement `step` is the doubling \(P_{n+2}(1) = 2P_n(1)\), obtained by unfolding the recursion twice at \(z = 1\). The statement `value` uses it in an induction on `m` that starts from \(P_1(1) = 2\) and gives \(P_{2m+1}(1) = 2^{m+1}\). Finally, `hsq` writes \(2^{2m+2}\) as the square of \(2^{m+1}\), so the square root on the right-hand side equals the modulus on the left. The constant in the peak bound therefore cannot be lowered for any odd index.

```lean
#print axioms LowPeakMultitone.rudin_shapiro
#print axioms LowPeakMultitone.multitone_peak
#print axioms LowPeakMultitone.peak_attained
```

```
'LowPeakMultitone.rudin_shapiro' depends on axioms: [propext, Classical.choice, Quot.sound]
'LowPeakMultitone.multitone_peak' depends on axioms: [propext, Classical.choice, Quot.sound]
'LowPeakMultitone.peak_attained' depends on axioms: [propext, Classical.choice, Quot.sound]
```
